# Clamped harmonic chain of N atoms under equipartition: the relative variance at separation n is (k_BT/k)·n(N+1−n)/(N+1)

## Is the EXAFS variance of a clamped chain smaller than the diffraction sum?

To give every atom of a one-dimensional chain a finite mean-square displacement I have to decide what holds the chain in place, and I take N mobile atoms joined by equal springs of constant k, with one clamped atom at each end. EXAFS sees the variance σ² of the distance between two atoms, while diffraction sees the variance of each atom about its own site. My claim is that, for a classical harmonic chain at temperature T (k_B is Boltzmann's constant), two atoms n spacings apart have σ² = (k_BT/k)·n(N+1−n)/(N+1), that this is always smaller than the sum of the two single-atom variances, and that for neighbours it stays below k_BT/k however long the chain is. I would like to see this derived without gaps and machine-checked, with a clear account of what is assumed.

## The covariance is θ/k times the inverse of a tridiagonal matrix

Besides the clamped ends, one has to settle how the thermal average enters. Here it enters through an algebraic relation between the covariance matrix and the force constants, classical equipartition, which is taken as a hypothesis and is not obtained from the Boltzmann integral. Under that hypothesis your three claims are theorems. As for the walls, a free chain has a singular force-constant matrix because a uniform shift costs no energy; the file treats only the clamped case and says nothing about the free one.

### Force constants and equipartition

Label the sites a = 0, 1, …, N+1, let u_a be the displacement along the chain, and put u_0 = u_{N+1} = 0. Write M = N+1 for the number of springs. The energy is

V = (k/2) Σ_{a=0}^{N} (u_{a+1} − u_a)² = (k/2) uᵀ K u,

where u is the vector of the N mobile displacements and K has 2 on the diagonal, −1 between neighbours and 0 elsewhere. Matrix indices i, j run from 0 to N−1 as in Lean, so index i is site i+1. For any profile f on the sites with f(0) = f(N+1) = 0, row i of K gives

Σ_l K_il f(l+1) = 2 f(i+1) − f(i) − f(i+2),

and the first and last rows fit the same formula because the missing neighbour is a wall where f vanishes.

Let θ = k_BT be the thermal energy and C_ij = ⟨u_{i+1} u_{j+1}⟩ the covariance of the displacements, whose means are zero. Classical equipartition says that the average of u_{j+1} ∂V/∂u_{i+1} is θ for i = j and zero otherwise. Since the gradient of V is kKu, this reads

(kK) C = θ·1.

If K has an inverse G, multiplying from the left by G/k gives C = (θ/k) G, so everything depends on G.

### The inverse from a unit force on one site

Column j of G is the profile that K maps to a unit force on site b = j+1. Away from b the second difference vanishes, so the profile is linear on each side, and it must vanish at both walls. The candidate is

g(a,b) = min(a,b)·(M − max(a,b))/M,

that is a(M−b)/M for a ≤ b and b(M−a)/M for a ≥ b. It is zero at a = 0 and at a = M. For a < b the three sites a−1, a, a+1 all lie at or left of b, and 2a − (a−1) − (a+1) = 0 makes the second difference vanish; for a > b the same happens with the factor M − a. At a = b,

[2b(M−b) − (b−1)(M−b) − b(M−b−1)]/M = [(M−b) + b]/M = 1.

With G_ij = g(i+1, j+1) this is KG = 1, and a square matrix with a right inverse is invertible with that inverse.

### Relative variance, diffraction sum and upper bound

The relative variance of a pair is ⟨(u_{j+1} − u_{i+1})²⟩ = C_ii + C_jj − 2C_ij, and the diffraction sum is C_ii + C_jj. Take C = G first, which means measuring variances in units of θ/k. For sites a ≤ b and n = b − a = |i − j|,

[a(M−a) + b(M−b) − 2a(M−b)]/M = [(b−a)M − (b−a)²]/M = n(M−n)/M.

The result depends on the separation and on N, and not on where the pair sits. The diffraction sum exceeds it by 2G_ij, which is positive because min(a,b) ≥ 1 and max(a,b) ≤ N for mobile sites. For neighbours n = 1 and the value is N/(N+1) < 1. Completing the square,

M/4 − n(M−n)/M = (M − 2n)²/(4M),

so the relative variance is at most (N+1)/4, with equality exactly when 2n = N+1. Because n ≤ N−1, equality occurs only for odd N ≥ 3.

The smallest chain with a pair of neighbours is N = 2, where G has 2/3 on the diagonal and 1/3 off it: the relative variance is 2/3 and the diffraction sum is 4/3. For N = 1 there is only i = j, with G = 1/2, relative variance 0 and diffraction sum 1.

In the harmonic EXAFS formula the variance σ² of a pair distance damps the single-scattering signal of that pair by exp(−2q²σ²), with q the photoelectron wavenumber, and in this one-dimensional, classical, nearest-neighbour harmonic model adding two diffraction variances overestimates σ² by 2C_ij. The closed form also gives an exact target for a classical simulation of the same clamped chain that samples the canonical ensemble at temperature T; a constant-energy run keeps the energy of each normal mode fixed and need not obey equipartition.

### The Lean objects and theorems in physical terms

`chain N` is K and `green N` is G, both real N × N matrices indexed by `Fin N`. `greenFn N a b` is g(a,b) on site labels, which may include the walls 0 and N+1, and `green` evaluates it at `(i : ℕ) + 1` and `(j : ℕ) + 1`. `relVar C i j` and `diffVar C i j` are the relative variance and the diffraction sum of an arbitrary matrix C, and `sep i j` is n = |i − j| as a real number.

`fixed_end_chain` holds for every N. It states that the determinant of K is a unit, which over ℝ means non-zero, that `(chain N)⁻¹ = green N`, and that for all i and j the relative variance of the inverse is n(N+1−n)/(N+1), is strictly below the diffraction sum, and for `sep i j = 1` equals N/(N+1) and is below 1. Mathlib sets the inverse of a singular matrix to zero, and the determinant clause states explicitly that this convention is not in play; for N ≥ 1 it also follows from the inverse being the non-zero matrix G. The pair i = j is included, where the strict inequality reads 0 < 2G_ii. For N = 0 there are no pairs, and for N ≤ 1 the neighbour clause has no instance. `relVar_le_quarter` is the bound (N+1)/4 with its equality condition, stated for `green N`.

`equipartition_iff` says that for k ≠ 0 and any real θ a matrix C satisfies (kK)C = θ·1 exactly when C = (θ/k)G. `thermal_relVar` is the physical statement. Its hypotheses `hk` and `hθ` ask for a restoring spring and a positive temperature, and `hC` is equipartition. It concludes that σ² = (θ/k)·n(N+1−n)/(N+1), that σ² is below the diffraction sum, and that σ² < θ/k for neighbours. C is any real matrix obeying `hC`; no symmetry or positivity is assumed of it, and no probability distribution appears. `thermal_relVar_witness` exhibits (θ/k)G as a matrix that satisfies `hC`.

The theorems concern a finite chain with equal springs, displacements along the chain only, and a purely quadratic energy. Anharmonic corrections to the distance distribution, transverse motion and quantum statistics, including zero-point motion, are not covered, and the reading of `relVar` as the EXAFS σ² is an interpretation of the definition.

```lean
import Mathlib

open Finset

namespace FixedEndChain

noncomputable section

/-- Force-constant matrix (unit springs) of `N` mobile atoms between two clamped walls:
`2` on the diagonal, `-1` between neighbours. Index `i` is site `i + 1`. -/
def chain (N : ℕ) : Matrix (Fin N) (Fin N) ℝ :=
  Matrix.of fun i j =>
    if (i : ℕ) = (j : ℕ) then 2
    else if (i : ℕ) + 1 = (j : ℕ) ∨ (j : ℕ) + 1 = (i : ℕ) then -1 else 0

/-- The function `min(a,b) (N+1 - max(a,b)) / (N+1)` of the site labels `a`, `b`. -/
def greenFn (N a b : ℕ) : ℝ :=
  min (a : ℝ) (b : ℝ) * ((N : ℝ) + 1 - max (a : ℝ) (b : ℝ)) / ((N : ℝ) + 1)

/-- The matrix of `greenFn` on the mobile sites `1, ..., N`. -/
def green (N : ℕ) : Matrix (Fin N) (Fin N) ℝ :=
  Matrix.of fun i j => greenFn N ((i : ℕ) + 1) ((j : ℕ) + 1)

/-- The combination `C_ii + C_jj - 2 C_ij` of a real matrix `C`; it is the relative variance of the
pair when `C` is a displacement covariance. -/
def relVar {N : ℕ} (C : Matrix (Fin N) (Fin N) ℝ) (i j : Fin N) : ℝ :=
  C i i + C j j - 2 * C i j

/-- Diffraction sum `C_ii + C_jj` of the two single-atom variances. -/
def diffVar {N : ℕ} (C : Matrix (Fin N) (Fin N) ℝ) (i j : Fin N) : ℝ :=
  C i i + C j j

/-- Separation `n = |i - j|` of two atoms in lattice spacings. -/
def sep {N : ℕ} (i j : Fin N) : ℝ := |((i : ℕ) : ℝ) - ((j : ℕ) : ℝ)|

/-- On a displacement profile vanishing at the walls `0` and `N + 1`, the force-constant
matrix acts as the negative second difference. -/
theorem chain_stencil (N : ℕ) (f : ℕ → ℝ) (h0 : f 0 = 0) (hN : f (N + 1) = 0) (i : Fin N) :
    ∑ k : Fin N, chain N i k * f ((k : ℕ) + 1)
      = 2 * f ((i : ℕ) + 1) - f (i : ℕ) - f ((i : ℕ) + 2) := by
  have hi := i.isLt
  have key : ∑ k : Fin N, chain N i k * f ((k : ℕ) + 1)
      = ∑ b ∈ range N, (2 * (if b = (i : ℕ) then f (b + 1) else 0)
        - (if b = (i : ℕ) + 1 then f (b + 1) else 0)
        - (if b + 1 = (i : ℕ) then f (b + 1) else 0)) := by
    rw [← Fin.sum_univ_eq_sum_range]
    refine Finset.sum_congr rfl fun k _ => ?_
    simp only [chain, Matrix.of_apply]
    split_ifs <;> first | (exfalso; omega) | ring
  have h1 : ∑ b ∈ range N, (if b = (i : ℕ) then f (b + 1) else 0) = f ((i : ℕ) + 1) := by
    rw [Finset.sum_ite_eq', if_pos (Finset.mem_range.2 hi)]
  -- right neighbour, possibly the wall at `N + 1`
  have h2 : ∑ b ∈ range N, (if b = (i : ℕ) + 1 then f (b + 1) else 0) = f ((i : ℕ) + 2) := by
    rw [Finset.sum_ite_eq']
    split_ifs with h
    · rfl
    · have e : (i : ℕ) + 2 = N + 1 := by
        rw [Finset.mem_range] at h
        omega
      rw [e, hN]
  -- left neighbour, possibly the wall at `0`
  have h3 : ∀ a, a < N → ∑ b ∈ range N, (if b + 1 = a then f (b + 1) else 0) = f a := by
    intro a ha
    rcases a with _ | a
    · simp [h0]
    · have ha' : a < N := by omega
      simp [ha']
  rw [key, Finset.sum_sub_distrib, Finset.sum_sub_distrib, ← Finset.mul_sum, h1, h2, h3 _ hi]
  ring

/-- For `a ≤ b`, `greenFn` equals `a (N+1-b)/(N+1)` in either order of its arguments. -/
theorem greenFn_eq (N : ℕ) {a b : ℕ} (h : a ≤ b) :
    greenFn N a b = (a : ℝ) * ((N : ℝ) + 1 - b) / ((N : ℝ) + 1) ∧
    greenFn N b a = (a : ℝ) * ((N : ℝ) + 1 - b) / ((N : ℝ) + 1) := by
  have h' : (a : ℝ) ≤ b := by exact_mod_cast h
  constructor
  · rw [greenFn, min_eq_left h', max_eq_right h']
  · rw [greenFn, min_eq_right h', max_eq_left h']

/-- The force-constant matrix times `green` is the identity. -/
theorem chain_mul_green (N : ℕ) : chain N * green N = 1 := by
  ext i j
  have hj := j.isLt
  have h0 : greenFn N 0 ((j : ℕ) + 1) = 0 := by
    rw [(greenFn_eq N (Nat.zero_le _)).1]; simp
  have hN : greenFn N (N + 1) ((j : ℕ) + 1) = 0 := by
    rw [(greenFn_eq N (by omega : (j : ℕ) + 1 ≤ N + 1)).2]; push_cast; ring
  rw [Matrix.mul_apply]
  refine (chain_stencil N (fun a => greenFn N a ((j : ℕ) + 1)) h0 hN i).trans ?_
  rw [Matrix.one_apply]
  rcases lt_trichotomy (i : ℕ) (j : ℕ) with h | h | h
  · -- left of the source the profile is linear
    rw [(greenFn_eq N (by omega : (i : ℕ) + 1 ≤ (j : ℕ) + 1)).1,
      (greenFn_eq N (by omega : (i : ℕ) ≤ (j : ℕ) + 1)).1,
      (greenFn_eq N (by omega : (i : ℕ) + 2 ≤ (j : ℕ) + 1)).1,
      if_neg (by intro e; rw [e] at h; omega)]
    push_cast; ring
  · -- unit kink at the source
    have e : i = j := Fin.ext h
    subst e
    have hM : (N : ℝ) + 1 ≠ 0 := by positivity
    rw [(greenFn_eq N (le_refl ((i : ℕ) + 1))).1,
      (greenFn_eq N (by omega : (i : ℕ) ≤ (i : ℕ) + 1)).1,
      (greenFn_eq N (by omega : (i : ℕ) + 1 ≤ (i : ℕ) + 2)).2, if_pos rfl]
    push_cast; field_simp; ring
  · rw [(greenFn_eq N (by omega : (j : ℕ) + 1 ≤ (i : ℕ) + 1)).2,
      (greenFn_eq N (by omega : (j : ℕ) + 1 ≤ (i : ℕ))).2,
      (greenFn_eq N (by omega : (j : ℕ) + 1 ≤ (i : ℕ) + 2)).2,
      if_neg (by intro e; rw [e] at h; omega)]
    push_cast; ring

/-- Every entry of `green` is strictly positive. -/
theorem green_pos {N : ℕ} (i j : Fin N) : 0 < green N i j := by
  have hi : ((i : ℕ) : ℝ) < N := by exact_mod_cast i.isLt
  have hj : ((j : ℕ) : ℝ) < N := by exact_mod_cast j.isLt
  simp only [green, Matrix.of_apply]
  rcases le_total (i : ℕ) (j : ℕ) with h | h
  · rw [(greenFn_eq N (Nat.add_le_add_right h 1)).1]
    push_cast
    exact div_pos (mul_pos (by positivity) (by linarith)) (by positivity)
  · rw [(greenFn_eq N (Nat.add_le_add_right h 1)).2]
    push_cast
    exact div_pos (mul_pos (by positivity) (by linarith)) (by positivity)

/-- The relative variance of `green` is `n (N+1-n)/(N+1)` with `n = |i - j|`. -/
theorem relVar_green {N : ℕ} (i j : Fin N) :
    relVar (green N) i j = sep i j * ((N : ℝ) + 1 - sep i j) / ((N : ℝ) + 1) := by
  simp only [relVar, green, Matrix.of_apply, sep]
  rcases le_total (i : ℕ) (j : ℕ) with h | h
  · have h' : ((i : ℕ) : ℝ) ≤ ((j : ℕ) : ℝ) := by exact_mod_cast h
    rw [(greenFn_eq N (Nat.add_le_add_right h 1)).1, (greenFn_eq N (le_refl ((i : ℕ) + 1))).1,
      (greenFn_eq N (le_refl ((j : ℕ) + 1))).1, abs_of_nonpos (sub_nonpos.2 h')]
    push_cast; ring
  · have h' : ((j : ℕ) : ℝ) ≤ ((i : ℕ) : ℝ) := by exact_mod_cast h
    rw [(greenFn_eq N (Nat.add_le_add_right h 1)).2, (greenFn_eq N (le_refl ((i : ℕ) + 1))).1,
      (greenFn_eq N (le_refl ((j : ℕ) + 1))).1, abs_of_nonneg (sub_nonneg.2 h')]
    push_cast; ring

/-- The force-constant matrix is invertible with inverse `green`. The relative variance of
the inverse is `n (N+1-n)/(N+1)`, lies strictly below the diffraction sum, and for neighbours
equals `N/(N+1)` and is below `1`. -/
theorem fixed_end_chain (N : ℕ) :
    IsUnit (chain N).det ∧ (chain N)⁻¹ = green N ∧ ∀ i j : Fin N,
      relVar (chain N)⁻¹ i j = sep i j * ((N : ℝ) + 1 - sep i j) / ((N : ℝ) + 1) ∧
      relVar (chain N)⁻¹ i j < diffVar (chain N)⁻¹ i j ∧
      (sep i j = 1 → relVar (chain N)⁻¹ i j = (N : ℝ) / ((N : ℝ) + 1) ∧
        relVar (chain N)⁻¹ i j < 1) := by
  have hinv : (chain N)⁻¹ = green N := Matrix.inv_eq_right_inv (chain_mul_green N)
  refine ⟨Matrix.isUnit_det_of_right_inverse (chain_mul_green N), hinv, fun i j => ?_⟩
  rw [hinv]
  refine ⟨relVar_green i j, ?_, fun h => ?_⟩
  · have := green_pos i j
    simp only [relVar, diffVar]
    linarith
  · rw [relVar_green, h]
    refine ⟨by ring, ?_⟩
    rw [div_lt_one (by positivity)]
    linarith

/-- The relative variance of `green` is at most `(N+1)/4`, with equality exactly when
`2 n = N + 1`. -/
theorem relVar_le_quarter {N : ℕ} (i j : Fin N) :
    relVar (green N) i j ≤ ((N : ℝ) + 1) / 4 ∧
    (relVar (green N) i j = ((N : ℝ) + 1) / 4 ↔ 2 * sep i j = (N : ℝ) + 1) := by
  have hM : (0 : ℝ) < (N : ℝ) + 1 := by positivity
  rw [relVar_green, div_le_iff₀ hM, div_eq_iff hM.ne']
  refine ⟨by nlinarith [sq_nonneg ((N : ℝ) + 1 - 2 * sep i j)], fun h => ?_, fun h => ?_⟩
  · have h2 : (2 * sep i j - ((N : ℝ) + 1)) ^ 2 = 0 := by linear_combination (-4) * h
    have h3 := pow_eq_zero_iff (two_ne_zero) |>.1 h2
    linarith
  · rw [← h]; ring

/-- With spring constant `k ≠ 0` and thermal energy `θ`, a matrix `C` obeys the equipartition
relation `(k K) C = θ 1` exactly when `C = (θ/k) G`. -/
theorem equipartition_iff {N : ℕ} {k : ℝ} (hk : k ≠ 0) (θ : ℝ)
    (C : Matrix (Fin N) (Fin N) ℝ) :
    (k • chain N) * C = θ • (1 : Matrix (Fin N) (Fin N) ℝ) ↔ C = (θ / k) • green N := by
  have hG : green N * chain N = 1 := mul_eq_one_comm.1 (chain_mul_green N)
  constructor
  · intro h
    calc C = k⁻¹ • (green N * ((k • chain N) * C)) := by
          rw [Matrix.smul_mul, Matrix.mul_smul, ← Matrix.mul_assoc, hG, Matrix.one_mul,
            smul_smul, inv_mul_cancel₀ hk, one_smul]
      _ = (θ / k) • green N := by
          rw [h, Matrix.mul_smul, Matrix.mul_one, smul_smul, div_eq_inv_mul]
  · rintro rfl
    have e : k * (θ / k) = θ := by field_simp
    rw [Matrix.smul_mul, Matrix.mul_smul, chain_mul_green, smul_smul, e]

/-- For `k, θ > 0` and any real matrix `C` with `(k • chain N) * C = θ • 1`, the relative variance
is `(θ/k) n (N+1-n)/(N+1)`, strictly below the diffraction sum, and below `θ/k` for neighbours. -/
theorem thermal_relVar {N : ℕ} {k θ : ℝ} (hk : 0 < k) (hθ : 0 < θ)
    (C : Matrix (Fin N) (Fin N) ℝ)
    (hC : (k • chain N) * C = θ • (1 : Matrix (Fin N) (Fin N) ℝ)) (i j : Fin N) :
    relVar C i j = θ / k * (sep i j * ((N : ℝ) + 1 - sep i j) / ((N : ℝ) + 1)) ∧
    relVar C i j < diffVar C i j ∧ (sep i j = 1 → relVar C i j < θ / k) := by
  have hp : 0 < θ / k := div_pos hθ hk
  obtain ⟨_, hinv, h⟩ := fixed_end_chain N
  rw [hinv] at h
  obtain ⟨h1, h2, h3⟩ := h i j
  rw [(equipartition_iff hk.ne' θ C).1 hC]
  have e1 : relVar ((θ / k) • green N) i j = θ / k * relVar (green N) i j := by
    simp only [relVar, Matrix.smul_apply, smul_eq_mul]; ring
  have e2 : diffVar ((θ / k) • green N) i j = θ / k * diffVar (green N) i j := by
    simp only [diffVar, Matrix.smul_apply, smul_eq_mul]; ring
  rw [e1, e2]
  exact ⟨by rw [h1], mul_lt_mul_of_pos_left h2 hp,
    fun hs => mul_lt_of_lt_one_right hp (h3 hs).2⟩

/-- For `k ≠ 0` the matrix `(θ/k) G` obeys the equipartition relation. -/
theorem thermal_relVar_witness (N : ℕ) {k : ℝ} (hk : k ≠ 0) (θ : ℝ) :
    (k • chain N) * ((θ / k) • green N) = θ • (1 : Matrix (Fin N) (Fin N) ℝ) :=
  (equipartition_iff hk θ _).2 rfl

end

end FixedEndChain
```

```lean
#print axioms FixedEndChain.relVar_le_quarter
#print axioms FixedEndChain.equipartition_iff
#print axioms FixedEndChain.thermal_relVar
```

```
'FixedEndChain.relVar_le_quarter' depends on axioms: [propext, Classical.choice, Quot.sound]
'FixedEndChain.equipartition_iff' depends on axioms: [propext, Classical.choice, Quot.sound]
'FixedEndChain.thermal_relVar' depends on axioms: [propext, Classical.choice, Quot.sound]
```

### From the second difference to the thermal statement in Lean

`chain_stencil` is the second-difference formula for a profile `f : ℕ → ℝ` with `h0 : f 0 = 0` and `hN : f (N + 1) = 0`. The step `key` splits row i of K into a diagonal term and two neighbour terms, each a sum with a single possible contribution. `h1` evaluates the diagonal term. `h2` evaluates the right neighbour, and when i is the last index the sum is empty of contributions and `hN` shows that f(i+2) is zero as well. `h3` does the same on the left with `h0`.

`greenFn_eq` resolves the minimum and maximum: for a ≤ b both g(a,b) and g(b,a) equal a(N+1−b)/(N+1). `chain_mul_green` applies `chain_stencil` to the column profile `fun a => greenFn N a ((j : ℕ) + 1)`, after checking that it vanishes at both walls, and then splits by `lt_trichotomy` into the three cases of the derivation. For i < j and i > j the three values lie on one linear branch and `ring` gives zero. For i = j the left value comes from one branch and the right value from the other, and `field_simp` with N+1 ≠ 0 followed by `ring` gives 1.

`green_pos` and `relVar_green` both order i and j with `le_total`. The first shows that the two factors of the numerator and the denominator are positive. The second removes the absolute value according to the ordering and leaves to `ring` the expansion that collapses to n(M−n)/M.

`fixed_end_chain` obtains the inverse from `Matrix.inv_eq_right_inv` and the determinant clause from `Matrix.isUnit_det_of_right_inverse`, both fed with KG = 1. The strict inequality is `linarith` from G_ij > 0, and the neighbour case substitutes n = 1 in the closed form. In `relVar_le_quarter` the denominator is cleared, `nlinarith` is given the square (N+1−2n)² ≥ 0, and for equality `linear_combination (-4) * h` shows that this square vanishes, which forces 2n = N+1.

`equipartition_iff` first turns KG = 1 into GK = 1 by `mul_eq_one_comm`. The forward direction writes C as k⁻¹·G·((kK)C) and inserts the hypothesis, which is the multiplication by G/k done above; the reverse direction substitutes C and uses k·(θ/k) = θ. `thermal_relVar` replaces C by (θ/k)G, pulls the factor out of both variances in `e1` and `e2`, and multiplies the three unit-spring results by θ/k > 0, which preserves the strict inequalities.
